# For zyz Euler angles, the rotational kinetic-energy matrix of a rigid body has determinant $I_1I_2I_3\sin^2 b$

Let a rigid body have the orientation $R=R_z(a)R_y(b)R_z(c)$, with angles that are differentiable in time. Its body angular velocity $\omega$ is linear in the rates $q=(a',b',c')$. If the body axes are principal axes with moments $I_1,I_2,I_3$, the rotational energy is $\tfrac12\,q\cdot Gq$ with a symmetric matrix $G$, and

$$\det G=I_1I_2I_3\sin^2 b .$$

For a freely rotating, classical, rigid, nonlinear molecule, the square root of this determinant gives the weight $\sin b$ in orientational integrals, up to the constant factor $\sqrt{I_1I_2I_3}$.

```lean
import Mathlib

open Matrix
open Real (sin cos)

namespace EulerAngleKinetics

noncomputable section
```

## Orientation and angular velocity

The matrix $R$ takes body coordinates to space coordinates: a particle at the fixed body position $x$ is at $Rx$ in space. The two elementary rotations are active and right-handed.

```lean
/-- Rotation by the angle `t` about the z axis. -/
def Rz (t : ℝ) : Matrix (Fin 3) (Fin 3) ℝ :=
  !![cos t, -sin t, 0; sin t, cos t, 0; 0, 0, 1]

/-- Rotation by the angle `t` about the y axis. -/
def Ry (t : ℝ) : Matrix (Fin 3) (Fin 3) ℝ :=
  !![cos t, 0, sin t; 0, 1, 0; -sin t, 0, cos t]
```

The angles $a,b,c$ are often written $\phi,\theta,\chi$ in molecular texts.

```lean
/-- The orientation with zyz Euler angles `a`, `b`, `c`. -/
def euler (a b c : ℝ) : Matrix (Fin 3) (Fin 3) ℝ := Rz a * Ry b * Rz c
```

The cross product with a vector $w$ is a matrix, $\hat w\,x=w\times x$. Components are numbered 0, 1, 2, as in Lean.

```lean
/-- The antisymmetric matrix that acts on vectors as the cross product with `w`. -/
def hat (w : Fin 3 → ℝ) : Matrix (Fin 3) (Fin 3) ℝ :=
  !![0, -w 2, w 1; w 2, 0, -w 0; -w 1, w 0, 0]
```

A time derivative of a matrix is taken entry by entry. `HasRate` says that the derivative exists and has a given value, while `rate` is the matrix of derivatives itself. Lean's `deriv` returns 0 where there is no derivative, so the theorems about `rate` assume differentiable angles.

```lean
/-- The matrix function `M` of time has the entrywise derivative `M'` at time `t`. -/
def HasRate (M : ℝ → Matrix (Fin 3) (Fin 3) ℝ) (M' : Matrix (Fin 3) (Fin 3) ℝ)
    (t : ℝ) : Prop :=
  ∀ i j, HasDerivAt (fun s => M s i j) (M' i j) t

/-- The entrywise time derivative of a matrix function. -/
def rate (M : ℝ → Matrix (Fin 3) (Fin 3) ℝ) (t : ℝ) : Matrix (Fin 3) (Fin 3) ℝ :=
  Matrix.of fun i j => deriv (fun s => M s i j) t
```

The matrix that will link $q$ to $\omega$ is

$$B=\begin{pmatrix}-\sin b\cos c&\sin c&0\\ \sin b\sin c&\cos c&0\\ \cos b&0&1\end{pmatrix}.$$

At this point it is only a definition; that $\omega=Bq$ is proved below.

```lean
/-- The matrix that turns the Euler-angle rates into the body angular velocity. -/
def rateMatrix (b c : ℝ) : Matrix (Fin 3) (Fin 3) ℝ :=
  !![-(sin b * cos c), sin c, 0; sin b * sin c, cos c, 0; cos b, 0, 1]
```

## Rotational energy

The body angular velocity is defined by $R^TR'=\hat\omega$, and `vee` recovers $\omega$ from the entries of that matrix.

```lean
/-- The vector read off from the entries of an antisymmetric matrix. -/
def vee (W : Matrix (Fin 3) (Fin 3) ℝ) : Fin 3 → ℝ := ![W 2 1, W 0 2, W 1 0]
```

The energy is $T=\tfrac12\,\omega\cdot J\omega$. The letter $J$ stands for the inertia tensor in the body frame, not for an angular momentum or a Jacobian.

This formula is taken as the definition of the energy. The step that connects it to a real body is the sum over particles. A particle of mass $m$ at $x$ has velocity $R'x=R(\omega\times x)$, and $R$ preserves lengths, so its energy is $\tfrac12m|\omega\times x|^2$. Summing gives $\tfrac12\,\omega\cdot J\omega$ with $J=\sum m(|x|^2\mathbf 1-xx^T)$. The Lean code starts after this step, and it treats rotation about the origin without translation or vibration.

```lean
/-- The rotational energy `½ ω · J ω` of a body with orientation `R` and body-frame inertia
tensor `J`, where `ω` is the body angular velocity read off from `Rᵀ R'`. -/
def kineticEnergy (J : Matrix (Fin 3) (Fin 3) ℝ)
    (R : ℝ → Matrix (Fin 3) (Fin 3) ℝ) (t : ℝ) : ℝ :=
  1 / 2 * (vee ((R t)ᵀ * rate R t) ⬝ᵥ (J *ᵥ vee ((R t)ᵀ * rate R t)))
```

Substituting $\omega=Bq$ gives $T=\tfrac12\,q\cdot(B^TJB)\,q$, which suggests the definition $G=B^TJB$.

```lean
/-- The kinetic-energy matrix in the Euler-angle rates for the inertia tensor `J`. -/
def kineticMatrix (J : Matrix (Fin 3) (Fin 3) ℝ) (b c : ℝ) : Matrix (Fin 3) (Fin 3) ℝ :=
  (rateMatrix b c)ᵀ * J * rateMatrix b c
```

## Cross products seen from a rotated frame

Let $e,f,k$ be the columns of $R_z(c)$. They are orthonormal, so $R_z^TR_z=1$, and right-handed. With $u=R_z^Tw=(w\cdot e,\,w\cdot f,\,w\cdot k)$,

$$w\times e=u_2f-u_1k,\qquad w\times f=-u_2e+u_0k,\qquad w\times k=u_1e-u_0f .$$

The left sides are the columns of $\hat wR_z$ and the right sides those of $R_z\hat u$. Hence $\hat wR_z=R_z\,\widehat{R_z^Tw}$.

Lean compares the nine entries of each equation: `fin_cases` lists them, `simp` writes out the matrix products, and `grind` finishes with $\sin^2c+\cos^2c=1$.

```lean
/-- A rotation about z is orthogonal, and it carries the cross product with `w` to the
cross product with `w` seen from the rotated frame. -/
theorem Rz_frame (c : ℝ) (w : Fin 3 → ℝ) :
    (Rz c)ᵀ * Rz c = 1 ∧ hat w * Rz c = Rz c * hat ((Rz c)ᵀ *ᵥ w) := by
  have h := Real.sin_sq_add_cos_sq c
  constructor <;> ext i j <;> fin_cases i <;> fin_cases j <;>
    simp [Rz, hat, Matrix.mul_apply, Matrix.mulVec, dotProduct, Fin.sum_univ_three] <;> grind
```

The columns of $R_y(b)$ are also orthonormal and right-handed, so the same argument applies.

```lean
/-- A rotation about y is orthogonal, and it carries the cross product with `w` to the
cross product with `w` seen from the rotated frame. -/
theorem Ry_frame (b : ℝ) (w : Fin 3 → ℝ) :
    (Ry b)ᵀ * Ry b = 1 ∧ hat w * Ry b = Ry b * hat ((Ry b)ᵀ *ᵥ w) := by
  have h := Real.sin_sq_add_cos_sq b
  constructor <;> ext i j <;> fin_cases i <;> fin_cases j <;>
    simp [Ry, hat, Matrix.mul_apply, Matrix.mulVec, dotProduct, Fin.sum_univ_three] <;> grind
```

## Adding body angular velocities

Suppose $M'=M\hat u$ and $N'=N\hat w$, so that $M$ and $N$ turn with body angular velocities $u$ and $w$. The product rule and the identity above, applied to $N$, give

$$(MN)'=M\hat uN+MN\hat w=MN\big(\widehat{N^Tu}+\hat w\big)=MN\,\widehat{(N^Tu+w)} .$$

The velocity of the left factor is turned into the new frame and added to that of the right factor. In Lean, `hadd` is the linearity of the hat, `e` is this chain of equalities read from right to left, and `HasDerivAt.fun_sum` differentiates the sum of products in each entry. The frame identity for $N$ enters as the hypothesis `hu`.

```lean
/-- Composition of body angular velocities: if `M` turns with `u` and `N` with `w`, and `N`
carries the cross product with `u` to its rotated frame, then `M N` turns with `Nᵀ u + w`. -/
theorem HasRate.mul {M N : ℝ → Matrix (Fin 3) (Fin 3) ℝ} {u w : Fin 3 → ℝ} {t : ℝ}
    (hM : HasRate M (M t * hat u) t) (hN : HasRate N (N t * hat w) t)
    (hu : hat u * N t = N t * hat ((N t)ᵀ *ᵥ u)) :
    HasRate (fun s => M s * N s) (M t * N t * hat ((N t)ᵀ *ᵥ u + w)) t := by
  have hadd : ∀ p q : Fin 3 → ℝ, hat (p + q) = hat p + hat q := by
    intro p q
    ext i j
    fin_cases i <;> fin_cases j <;> simp [hat] <;> ring
  have e : M t * N t * hat ((N t)ᵀ *ᵥ u + w)
      = M t * hat u * N t + M t * (N t * hat w) := by
    rw [hadd, Matrix.mul_add, Matrix.mul_assoc (M t) (hat u), hu]
    simp only [Matrix.mul_assoc]
  rw [e]
  intro i j
  -- the product rule, entry by entry
  have h := HasDerivAt.fun_sum (u := Finset.univ)
    (fun k _ => (hM i k).fun_mul (hN k j))
  simpa only [Matrix.add_apply, Matrix.mul_apply, Finset.sum_add_distrib] using h
```

The product of the three rotations is orthogonal, because the inner factors cancel one after another:

$$R^TR=R_z(c)^TR_y(b)^T\big(R_z(a)^TR_z(a)\big)R_y(b)R_z(c)=1 .$$

```lean
/-- The Euler-angle orientation matrix is orthogonal. -/
theorem euler_orthogonal (a b c : ℝ) : (euler a b c)ᵀ * euler a b c = 1 := by
  calc (euler a b c)ᵀ * euler a b c
      = (Rz c)ᵀ * ((Ry b)ᵀ * ((Rz a)ᵀ * Rz a) * Ry b) * Rz c := by
        simp only [euler, Matrix.transpose_mul, Matrix.mul_assoc]
    _ = 1 := by
        rw [(Rz_frame a 0).1, Matrix.mul_one, (Ry_frame b 0).1, Matrix.mul_one,
          (Rz_frame c 0).1]
```

## The angular velocity from the angle rates

Differentiating the entries of the elementary rotations gives

$$R_z(a)'=R_z(a)\,\widehat{(0,0,a')},\qquad R_y(b)'=R_y(b)\,\widehat{(0,b',0)},$$

and likewise for $R_z(c)$. The composition law gives for $R_z(a)R_y(b)$ the velocity

$$R_y(b)^T(0,0,a')+(0,b',0)=(-\sin b\,a',\;b',\;\cos b\,a').$$

A second use, with $R_z(c)$ as the right factor, gives

$$\omega=\begin{pmatrix}-\sin b\cos c\,a'+\sin c\,b'\\ \sin b\sin c\,a'+\cos c\,b'\\ \cos b\,a'+c'\end{pmatrix}=Bq .$$

So $R'=R\hat\omega$, and orthogonality turns this into $R^TR'=\hat\omega$.

The hypotheses `ha`, `hb` and `hc` say that the angles have the derivatives $a',b',c'$ at the time $t$; nothing is required at other times. In the proof, `hz` and `hy` are the elementary derivatives, `axes` is the computation of $\omega$, and `h` applies the composition law twice.

```lean
/-- For differentiable Euler angles, `Rᵀ R'` is the cross-product matrix of a body angular
velocity that is linear in the angle rates. -/
theorem body_angular_velocity {a b c : ℝ → ℝ} {a' b' c' t : ℝ}
    (ha : HasDerivAt a a' t) (hb : HasDerivAt b b' t) (hc : HasDerivAt c c' t) :
    (euler (a t) (b t) (c t))ᵀ * rate (fun s => euler (a s) (b s) (c s)) t
      = hat (rateMatrix (b t) (c t) *ᵥ ![a', b', c']) := by
  have hz : ∀ {f : ℝ → ℝ} {f' : ℝ}, HasDerivAt f f' t →
      HasRate (fun s => Rz (f s)) (Rz (f t) * hat ![0, 0, f']) t := by
    intro f f' hf
    have e : Rz (f t) * hat ![0, 0, f'] = !![-sin (f t) * f', -(cos (f t) * f'), 0;
        cos (f t) * f', -sin (f t) * f', 0; 0, 0, 0] := by
      ext i j
      fin_cases i <;> fin_cases j <;> simp [Rz, hat, Matrix.mul_apply, Fin.sum_univ_three]
    rw [e]
    intro i j
    fin_cases i <;> fin_cases j
    exacts [hf.cos, hf.sin.fun_neg, hasDerivAt_const t (0 : ℝ), hf.sin, hf.cos,
      hasDerivAt_const t (0 : ℝ), hasDerivAt_const t (0 : ℝ), hasDerivAt_const t (0 : ℝ),
      hasDerivAt_const t (1 : ℝ)]
  have hy : HasRate (fun s => Ry (b s)) (Ry (b t) * hat ![0, b', 0]) t := by
    have e : Ry (b t) * hat ![0, b', 0] = !![-sin (b t) * b', 0, cos (b t) * b';
        0, 0, 0; -(cos (b t) * b'), 0, -sin (b t) * b'] := by
      ext i j
      fin_cases i <;> fin_cases j <;> simp [Ry, hat, Matrix.mul_apply, Fin.sum_univ_three]
    rw [e]
    intro i j
    fin_cases i <;> fin_cases j
    exacts [hb.cos, hasDerivAt_const t (0 : ℝ), hb.sin, hasDerivAt_const t (0 : ℝ),
      hasDerivAt_const t (1 : ℝ), hasDerivAt_const t (0 : ℝ), hb.sin.fun_neg,
      hasDerivAt_const t (0 : ℝ), hb.cos]
  -- the three rotation axes, seen from the body
  have axes : (Rz (c t))ᵀ *ᵥ ((Ry (b t))ᵀ *ᵥ ![0, 0, a'] + ![0, b', 0]) + ![0, 0, c']
      = rateMatrix (b t) (c t) *ᵥ ![a', b', c'] := by
    have e : (Ry (b t))ᵀ *ᵥ ![0, 0, a'] = ![-sin (b t) * a', 0, cos (b t) * a'] := by
      ext i
      fin_cases i <;> simp [Ry, Matrix.mulVec, dotProduct, Fin.sum_univ_three]
    rw [e]
    ext i
    fin_cases i <;>
      simp [Rz, rateMatrix, Matrix.mulVec, dotProduct, Fin.sum_univ_three] <;> ring
  have h := ((hz ha).mul hy (Ry_frame _ _).2).mul (hz hc) (Rz_frame _ _).2
  have hv : rate (fun s => euler (a s) (b s) (c s)) t = euler (a t) (b t) (c t) *
      hat (rateMatrix (b t) (c t) *ᵥ ![a', b', c']) := by
    rw [← axes]
    ext i j
    exact (h i j).deriv
  rw [hv, ← Matrix.mul_assoc, euler_orthogonal, Matrix.one_mul]
```

## The energy as a quadratic form

Inserting $\omega=Bq$ into the energy gives

$$T=\tfrac12\,(Bq)\cdot J(Bq)=\tfrac12\,q\cdot(B^TJB)\,q=\tfrac12\,q\cdot Gq .$$

The theorem holds for any real $3\times3$ matrix $J$, symmetric or not. The proof first uses `hvee`, which says that `vee` undoes `hat`, and then moves $B$ across the dot product.

```lean
/-- For differentiable Euler angles, the rotational energy is half the quadratic form of the
kinetic-energy matrix in the angle rates. -/
theorem kinetic_energy_eq (J : Matrix (Fin 3) (Fin 3) ℝ)
    {a b c : ℝ → ℝ} {a' b' c' t : ℝ}
    (ha : HasDerivAt a a' t) (hb : HasDerivAt b b' t) (hc : HasDerivAt c c' t) :
    kineticEnergy J (fun s => euler (a s) (b s) (c s)) t
      = 1 / 2 * (![a', b', c'] ⬝ᵥ (kineticMatrix J (b t) (c t) *ᵥ ![a', b', c'])) := by
  have hvee : ∀ w, vee (hat w) = w := by
    intro w
    ext i
    fin_cases i <;> simp [vee, hat]
  simp only [kineticEnergy, body_angular_velocity ha hb hc, hvee]
  -- on the right side, move the transposed rate matrix across the dot product onto the rates
  rw [kineticMatrix, ← Matrix.mulVec_mulVec, ← Matrix.mulVec_mulVec,
    Matrix.dotProduct_mulVec ![a', b', c'] (rateMatrix (b t) (c t))ᵀ, Matrix.vecMul_transpose]
```

## The determinant

Expanding $\det B$ along its last column leaves one $2\times2$ minor:

$$\det B=-\sin b\cos^2c-\sin b\sin^2c=-\sin b .$$

```lean
/-- The map from Euler-angle rates to body angular velocity has determinant `-sin b`. -/
theorem det_rateMatrix (b c : ℝ) : (rateMatrix b c).det = -sin b := by
  have h := Real.sin_sq_add_cos_sq c
  rw [Matrix.det_fin_three]
  simp [rateMatrix]
  grind
```

For $J=D=\mathrm{diag}(I_1,I_2,I_3)$, symmetry follows from $G^T=B^TD^TB=G$. The determinant is multiplicative, so

$$\det G=\det B^T\,\det D\,\det B=(-\sin b)^2\,I_1I_2I_3 .$$

The theorem accepts any real moments, including the vanishing one of a linear molecule, for which the determinant is zero at every orientation.

```lean
/-- For principal moments `I₁`, `I₂`, `I₃`, the kinetic-energy matrix in the Euler-angle rates
is symmetric and has determinant `I₁ I₂ I₃ sin² b`. -/
theorem det_kineticMatrix (I₁ I₂ I₃ b c : ℝ) :
    (kineticMatrix (diagonal ![I₁, I₂, I₃]) b c).IsSymm ∧
      (kineticMatrix (diagonal ![I₁, I₂, I₃]) b c).det = I₁ * I₂ * I₃ * sin b ^ 2 := by
  constructor
  · simp [Matrix.IsSymm, kineticMatrix, Matrix.transpose_mul, Matrix.mul_assoc]
  · have hp : ∏ i, ![I₁, I₂, I₃] i = I₁ * I₂ * I₃ := by simp [Fin.prod_univ_three]
    rw [kineticMatrix, Matrix.det_mul, Matrix.det_mul, Matrix.det_transpose, det_rateMatrix,
      Matrix.det_diagonal, hp]
    ring
```

Take $I_1=1$, $I_2=2$, $I_3=3$ in some unit, with $b=\pi/6$ and $c=0$. Then

$$B=\begin{pmatrix}-\tfrac12&0&0\\0&1&0\\ \tfrac{\sqrt3}2&0&1\end{pmatrix},\qquad G=\begin{pmatrix}\tfrac52&0&\tfrac{3\sqrt3}2\\0&2&0\\ \tfrac{3\sqrt3}2&0&3\end{pmatrix}.$$

Directly, $\det G=2\left(\tfrac{15}2-\tfrac{27}4\right)=\tfrac32$. The formula gives $1\cdot2\cdot3\cdot\tfrac14=\tfrac32$.

## The weight $\sin b$ in the rotational partition function

The determinant appears in the classical partition function of a free, rigid, nonlinear molecule. Here the origin is the centre of mass, and $I_1,I_2,I_3$ are the principal moments about it. The momenta conjugate to the angles are $p=Gq$, and the energy is $\tfrac12\,p\cdot G^{-1}p$ wherever $\sin b\neq0$. At temperature $T_0$, with Boltzmann's constant $k_B$, the Gaussian integral over the momenta is

$$\int e^{-p\cdot G^{-1}p/(2k_BT_0)}\,d^3p=(2\pi k_BT_0)^{3/2}\sqrt{I_1I_2I_3}\;\sin b\qquad(0<b<\pi).$$

Integrating $\sin b$ over $0\le a,c<2\pi$ and $0\le b\le\pi$ gives $8\pi^2$. Division by $h^3$, with $h$ Planck's constant, and by the symmetry number $\sigma$ yields

$$Z_{\mathrm{rot}}=\frac{8\pi^2}{\sigma h^3}\,(2\pi k_BT_0)^{3/2}\sqrt{I_1I_2I_3} .$$

This is the rigid-rotor factor used in thermochemistry from a computed molecular geometry. These integrals are an application of the determinant and are not formalised here.

## Gimbal lock

A square matrix sends some nonzero vector to zero exactly when its determinant vanishes. Since $\det B=-\sin b$, nonzero angle rates with zero angular velocity exist exactly when $\sin b=0$. An example at such an orientation is $q=(1,0,-\cos b)$: the first and third rotations are then about the same line, and their effects cancel. The body itself is not restricted there; only the angles fail as coordinates.

```lean
/-- Gimbal lock: some nonzero Euler-angle rates give zero angular velocity exactly when
`sin b = 0`. -/
theorem gimbal_lock (b c : ℝ) :
    (∃ q : Fin 3 → ℝ, q ≠ 0 ∧ rateMatrix b c *ᵥ q = 0) ↔ sin b = 0 := by
  rw [Matrix.exists_mulVec_eq_zero_iff, det_rateMatrix, neg_eq_zero]

end

end EulerAngleKinetics
```

```lean
#print axioms EulerAngleKinetics.kinetic_energy_eq
#print axioms EulerAngleKinetics.det_kineticMatrix
#print axioms EulerAngleKinetics.gimbal_lock
```

```
'EulerAngleKinetics.kinetic_energy_eq' depends on axioms: [propext, Classical.choice, Quot.sound]
'EulerAngleKinetics.det_kineticMatrix' depends on axioms: [propext, Classical.choice, Quot.sound]
'EulerAngleKinetics.gimbal_lock' depends on axioms: [propext, Classical.choice, Quot.sound]
```
